# Two sublattices coupled only to each other have a gap around zero energy when their site energies are uniform, nonzero and opposite

An energy level is taken here to be a real number $E$ for which the Hamiltonian has a nonzero eigenvector. Multiplicities and the ordering of levels play no part, and part (d) justifies the restriction to real $E$.

The two sublattices are finite sets of sites, `m` and `n`. No periodicity is assumed, and either set may be the larger.

```lean
import Mathlib

open Matrix

namespace SublatticeGap

noncomputable section

variable {m n : Type*} [Fintype m] [Fintype n] [DecidableEq m] [DecidableEq n]
```

The coupling $B$ is an arbitrary complex matrix with rows labelled by `m` and columns by `n`; its entries are the hopping amplitudes. A real number $D$ is the potential on every site of the first sublattice, and $-D$ is the potential on every site of the second; together they are called the antisymmetric potential. The number $D$ stands for half the difference in site energy between two kinds of atom, with the zero of energy at the mean. The Hamiltonian is

$$H=\begin{pmatrix} D\,\mathbf 1 & B\\ B^\dagger & -D\,\mathbf 1\end{pmatrix}.$$

The model has no hopping within a sublattice, no interaction between electrons, and an orthonormal basis. In Lean, `m ⊕ n` is the set of all sites, `fromBlocks` assembles the four blocks, and `Bᴴ` is $B^\dagger$.

```lean
/-- The Hamiltonian of two sublattices coupled by `B`, with potential `+D` on the first
sublattice and `-D` on the second. -/
def hamiltonian (D : ℝ) (B : Matrix m n ℂ) : Matrix (m ⊕ n) (m ⊕ n) ℂ :=
  fromBlocks ((D : ℂ) • 1) B Bᴴ (-((D : ℂ) • 1))
```

The definition of a level is the eigenvalue equation $Hv=Ev$ with $v\neq0$, where `*ᵥ` applies a matrix to a vector.

```lean
/-- `E` is an energy level: the Hamiltonian has a nonzero eigenvector with eigenvalue `E`. -/
def IsLevel (D : ℝ) (B : Matrix m n ℂ) (E : ℝ) : Prop :=
  ∃ v : m ⊕ n → ℂ, v ≠ 0 ∧ hamiltonian D B *ᵥ v = (E : ℂ) • v
```

For an amplitude $p$ on a finite set of sites, the weight is $w(p)=\sum_i|p_i|^2$. Vectors are not normalised.

```lean
/-- The total weight of an amplitude on a sublattice, the sum of its squared moduli. -/
def weight {k : Type*} [Fintype k] (p : k → ℂ) : ℝ := ∑ i, Complex.normSq (p i)
```

## (a) The sign of a weight

Show that every amplitude $p$ satisfies

$$w(p)\ge 0.$$

**Solution.** Each term $|p_i|^2$ is nonnegative, so the sum is too. `Finset.sum_nonneg` is this argument.

```lean
lemma weight_nonneg {k : Type*} [Fintype k] (p : k → ℂ) : 0 ≤ weight p :=
  Finset.sum_nonneg fun i _ => Complex.normSq_nonneg (p i)
```

## (b) Amplitudes without weight

Show that

$$w(p)=0\;\Rightarrow\;p=0.$$

**Solution.** A sum of nonnegative terms vanishes only if each term does. Hence $|p_i|^2=0$, and so $p_i=0$, for every $i$. The Lean proof fixes a site `i` and does the same.

```lean
lemma eq_zero_of_weight {k : Type*} [Fintype k] {p : k → ℂ} (h : weight p = 0) : p = 0 := by
  funext i
  have h' := (Finset.sum_eq_zero_iff_of_nonneg
    (fun i _ => Complex.normSq_nonneg (p i))).1 h i (Finset.mem_univ i)
  exact Complex.normSq_eq_zero.1 h'
```

## (c) The weight as an inner product

Show that

$$p^\dagger p=w(p).$$

**Solution.** The left side is $\sum_i\overline{p_i}\,p_i=\sum_i|p_i|^2$. In Lean the inner product is a complex number, so the real weight is read as a complex one.

```lean
lemma star_dot_self {k : Type*} [Fintype k] (p : k → ℂ) :
    star p ⬝ᵥ p = (weight p : ℂ) := by
  simp [dotProduct, weight, Complex.normSq_eq_conj_mul_self]
```

## (d) Symmetry of the Hamiltonian

Show that

$$H^\dagger=H.$$

**Solution.** The conjugate transpose exchanges the off-diagonal blocks and takes the adjoint of each block. Since $(B^\dagger)^\dagger=B$ and $D$ is real, all four blocks return to their places. The eigenvalues of $H$ are therefore real. The block rule is `fromBlocks_conjTranspose`.

```lean
omit [Fintype m] [Fintype n] in
/-- The two-sublattice Hamiltonian is Hermitian. -/
theorem hamiltonian_isHermitian (D : ℝ) (B : Matrix m n ℂ) :
    (hamiltonian D B).IsHermitian := by
  simp [Matrix.IsHermitian, hamiltonian, fromBlocks_conjTranspose]
```

## (e) One equation for each sublattice

Let $v=(p,q)$, with $p$ on the first sublattice and $q$ on the second. Show that $Hv=Ev$ is equivalent to

$$Bq=(E-D)\,p,\qquad B^\dagger p=(E+D)\,q.$$

**Solution.** The two block rows of $Hv=Ev$ are $Dp+Bq=Ep$ and $B^\dagger p-Dq=Eq$. Moving the potential terms to the right gives the pair, and moving them back gives the converse.

In Lean, `Sum.elim p q` is the stacked vector. The proof compares components site by site, and `linear_combination` moves the potential terms.

```lean
/-- The eigenvalue equation is a pair of coupled equations for the amplitudes `p` and `q`
on the two sublattices. -/
theorem eigen_iff {D E : ℝ} {B : Matrix m n ℂ} {p : m → ℂ} {q : n → ℂ} :
    hamiltonian D B *ᵥ Sum.elim p q = (E : ℂ) • Sum.elim p q ↔
      B *ᵥ q = ((E - D : ℝ) : ℂ) • p ∧ Bᴴ *ᵥ p = ((E + D : ℝ) : ℂ) • q := by
  constructor
  · intro h
    constructor
    · ext i
      have hi := congrFun h (Sum.inl i)
      simp [hamiltonian, fromBlocks_mulVec, smul_mulVec] at hi ⊢
      linear_combination hi
    · ext i
      have hi := congrFun h (Sum.inr i)
      simp [hamiltonian, fromBlocks_mulVec, smul_mulVec, neg_mulVec] at hi ⊢
      linear_combination hi
  · rintro ⟨h1, h2⟩
    ext i
    rcases i with i | i
    · simp [hamiltonian, fromBlocks_mulVec, smul_mulVec, h1]
      ring
    · simp [hamiltonian, fromBlocks_mulVec, smul_mulVec, neg_mulVec, h2]
      ring
```

## (f) Levels in terms of the two amplitudes

Show that $E$ is a level exactly when the pair of equations in (e) has a solution with

$$p\neq0\quad\text{or}\quad q\neq0.$$

**Solution.** Every vector $v$ on all sites splits into its restrictions $p$ and $q$, and $v=0$ exactly when both vanish. Part (e) translates the eigenvalue equation. The restrictions appear in Lean as `v ∘ Sum.inl` and `v ∘ Sum.inr`.

```lean
lemma isLevel_iff {D E : ℝ} {B : Matrix m n ℂ} :
    IsLevel D B E ↔ ∃ (p : m → ℂ) (q : n → ℂ), (p ≠ 0 ∨ q ≠ 0) ∧
      B *ᵥ q = ((E - D : ℝ) : ℂ) • p ∧ Bᴴ *ᵥ p = ((E + D : ℝ) : ℂ) • q := by
  constructor
  · rintro ⟨v, hv, h⟩
    refine ⟨v ∘ Sum.inl, v ∘ Sum.inr, ?_, eigen_iff.1 ?_⟩
    · by_contra hc
      rw [not_or, not_not, not_not] at hc
      apply hv
      funext i
      rcases i with i | i
      · exact congrFun hc.1 i
      · exact congrFun hc.2 i
    · rw [Sum.elim_comp_inl_inr]
      exact h
  · rintro ⟨p, q, hne, h⟩
    refine ⟨Sum.elim p q, ?_, eigen_iff.2 h⟩
    intro h0
    rcases hne with hp | hq
    · exact hp (funext fun i => congrFun h0 (Sum.inl i))
    · exact hq (funext fun i => congrFun h0 (Sum.inr i))
```

## (g) Balance of the sublattice weights

Let $(p,q)$ satisfy the eigenvalue equation with energy $E$, and write $P=w(p)$, $Q=w(q)$. Show that

$$E\,(P-Q)=D\,(P+Q).$$

**Solution.** Evaluate $p^\dagger Bq$ in two ways. The first equation of (e) gives

$$p^\dagger Bq=(E-D)\,p^\dagger p=(E-D)P.$$

The second gives, since $E+D$ is real,

$$p^\dagger Bq=(B^\dagger p)^\dagger q=(E+D)\,q^\dagger q=(E+D)Q.$$

Equating the results and collecting terms yields the claim. For a normalised state, $P+Q=1$ and the balance reads $E(P-Q)=D$.

In the proof, `key` equates the two forms of $p^\dagger Bq$. After (c) has been used, `key'` is the same equation between real numbers.

```lean
/-- In an eigenstate of energy `E`, the weight on the first sublattice minus that on the second,
times `E`, equals the sum of the two weights times `D`. -/
theorem weight_balance {D E : ℝ} {B : Matrix m n ℂ} {p : m → ℂ} {q : n → ℂ}
    (h : hamiltonian D B *ᵥ Sum.elim p q = (E : ℂ) • Sum.elim p q) :
    E * (weight p - weight q) = D * (weight p + weight q) := by
  obtain ⟨h1, h2⟩ := eigen_iff.1 h
  -- the product `p†Bq`, evaluated from either sublattice
  have key : star p ⬝ᵥ (B *ᵥ q) = star (Bᴴ *ᵥ p) ⬝ᵥ q := by
    rw [Matrix.star_mulVec, conjTranspose_conjTranspose, Matrix.dotProduct_mulVec]
  rw [h1, h2, dotProduct_smul, star_smul, smul_dotProduct, star_dot_self,
    star_dot_self] at key
  simp only [smul_eq_mul, Complex.star_def, Complex.conj_ofReal] at key
  have key' : (E - D) * weight p = (E + D) * weight q := by exact_mod_cast key
  linear_combination key'
```

## (h) Distance of a level from zero

Show that every level $E$ satisfies

$$|E|\ge|D|.$$

**Solution.** Take $p$ and $q$ from (f). At least one is nonzero, so (a) and (b) give $P+Q>0$. Because $P$ and $Q$ are nonnegative, $|P-Q|\le P+Q$. With the balance (g),

$$|D|(P+Q)=|E|\,|P-Q|\le|E|(P+Q),$$

and division by $P+Q$ finishes the argument.

The facts `hpos` and `hdiff` are the two inequalities for the weights, the `calc` block is the displayed chain, and `le_of_mul_le_mul_right` does the division. The sign of $D$ is free.

```lean
/-- Every level of the two-sublattice Hamiltonian lies at distance at least `|D|` from
zero energy, whatever the coupling `B`. -/
theorem abs_le_abs_level {D E : ℝ} {B : Matrix m n ℂ} (h : IsLevel D B E) :
    |D| ≤ |E| := by
  obtain ⟨p, q, hne, hpq⟩ := isLevel_iff.1 h
  have bal := weight_balance (eigen_iff.2 hpq)
  have hP := weight_nonneg p
  have hQ := weight_nonneg q
  have hpos : 0 < weight p + weight q := by
    rcases hne with hp | hq
    · have := lt_of_le_of_ne hP (fun h0 => hp (eq_zero_of_weight h0.symm))
      linarith
    · have := lt_of_le_of_ne hQ (fun h0 => hq (eq_zero_of_weight h0.symm))
      linarith
  -- the weight difference never exceeds the total weight
  have hdiff : |weight p - weight q| ≤ weight p + weight q :=
    abs_le.2 ⟨by linarith, by linarith⟩
  refine le_of_mul_le_mul_right ?_ hpos
  calc |D| * (weight p + weight q) = |D * (weight p + weight q)| := by
        rw [abs_mul, abs_of_pos hpos]
    _ = |E| * |weight p - weight q| := by rw [← bal, abs_mul]
    _ ≤ |E| * (weight p + weight q) := mul_le_mul_of_nonneg_left hdiff (abs_nonneg E)
```

## (i) Width of the gap

Let $E_1\le0$ and $E_2\ge0$ be levels for the same $D$ and $B$. Show that

$$E_2-E_1\ge2|D|.$$

**Solution.** By (h), $-E_1\ge|D|$ and $E_2\ge|D|$. Add the two. The statement takes both levels as given and does not assert that levels exist on both sides of zero.

In a non-interacting tight-binding model with hopping only between two sublattices and a single site energy on each, such as the simplest model of a hexagonal boron nitride sheet, this bounds the gap around zero energy from below by the difference of the two site energies. Here $B$ may be the hopping matrix of a finite cluster or the Bloch matrix at one wave vector. For levels at different wave vectors, the same bound follows by applying (h) at each of them.

```lean
/-- A level at or below zero and a level at or above zero are separated by at least `2|D|`. -/
theorem gap_width {D E₁ E₂ : ℝ} {B : Matrix m n ℂ} (h₁ : IsLevel D B E₁)
    (h₂ : IsLevel D B E₂) (hneg : E₁ ≤ 0) (hpos : 0 ≤ E₂) : 2 * |D| ≤ E₂ - E₁ := by
  have a₁ := abs_le_abs_level h₁
  have a₂ := abs_le_abs_level h₂
  rw [abs_of_nonpos hneg] at a₁
  rw [abs_of_nonneg hpos] at a₂
  linarith
```

## (j) Changing the potential at fixed coupling

Let $E$ be a level for the potential $D$, and let $D',E'$ be real numbers with

$$E^2-D^2=E'^2-D'^2\neq0.$$

Show that $E'$ is a level for the potential $D'$ and the same $B$.

**Solution.** Rescale the amplitudes to $p'=(E-D)p$ and $q'=(E'-D')q$. Then

$$Bq'=(E'-D')(E-D)p=(E'-D')p',$$

$$B^\dagger p'=(E-D)(E+D)q=(E'+D')(E'-D')q=(E'+D')q'.$$

Both scale factors are nonzero, since each divides a nonzero difference of squares. Hence $p'$ and $q'$ are not both zero. In Lean, `ha` and `hb` record the nonzero factors, and `e` is the equality of the two products.

```lean
lemma level_transfer {D E D' E' : ℝ} {B : Matrix m n ℂ}
    (h : E ^ 2 - D ^ 2 = E' ^ 2 - D' ^ 2) (h0 : E ^ 2 - D ^ 2 ≠ 0)
    (hl : IsLevel D B E) : IsLevel D' B E' := by
  obtain ⟨p, q, hne, h1, h2⟩ := isLevel_iff.1 hl
  have ha : E - D ≠ 0 := fun hz => h0 (by linear_combination (E + D) * hz)
  have hb : E' - D' ≠ 0 := fun hz => h0 (by linear_combination h + (E' + D') * hz)
  -- rescale the two sublattice amplitudes
  refine isLevel_iff.2 ⟨((E - D : ℝ) : ℂ) • p, ((E' - D' : ℝ) : ℂ) • q, ?_, ?_, ?_⟩
  · exact hne.imp (smul_ne_zero (Complex.ofReal_ne_zero.2 ha))
      (smul_ne_zero (Complex.ofReal_ne_zero.2 hb))
  · rw [mulVec_smul, h1]
  · have e : (E - D) * (E + D) = (E' + D') * (E' - D') := by linear_combination h
    rw [mulVec_smul, h2, smul_smul, smul_smul, ← Complex.ofReal_mul,
      ← Complex.ofReal_mul, e]
```

## (k) Dispersion with and without the potential

Let $\varepsilon\neq0$ and

$$E^2=\varepsilon^2+D^2.$$

Show that $E$ is a level with the potential $D$ exactly when $\varepsilon$ is a level without it.

**Solution.** Here $E^2-D^2=\varepsilon^2-0^2\neq0$, so (j) applies in both directions. The Lean proof consists of these two applications.

The condition $\varepsilon\neq0$ is needed. Take two sites on the first sublattice, one on the second, $B=\begin{pmatrix}1\\0\end{pmatrix}$ and $D=1$. Without the potential the levels are $0,\pm1$; with it they are $1,\pm\sqrt2$. For $\varepsilon=0$ and $E=-1$ the relation $E^2=\varepsilon^2+D^2$ holds and $\varepsilon$ is a level without the potential, but $E$ is not a level with it.

```lean
/-- For `ε ≠ 0` and `E² = ε² + D²`, `E` is a level with the antisymmetric potential exactly
when `ε` is a level without it. -/
theorem gapped_dispersion {D E ε : ℝ} {B : Matrix m n ℂ} (hε : ε ≠ 0)
    (hE : E ^ 2 = ε ^ 2 + D ^ 2) : IsLevel D B E ↔ IsLevel 0 B ε := by
  have h : E ^ 2 - D ^ 2 = ε ^ 2 - 0 ^ 2 := by linear_combination hE
  have h0 : ε ^ 2 - (0 : ℝ) ^ 2 ≠ 0 := by simpa using hε
  exact ⟨level_transfer h (h ▸ h0), level_transfer h.symm h0⟩
```

## (l) When $D$ itself is a level

Let $D\neq0$. Show that $D$ is a level exactly when some $p\neq0$ on the first sublattice satisfies

$$B^\dagger p=0.$$

**Solution.** If $E=D$ is a level, the balance reads $D(P-Q)=D(P+Q)$, so $2DQ=0$ and $q=0$ by (b). Then $p\neq0$, and the second equation of (e) gives $B^\dagger p=2Dq=0$. Conversely, for such a $p$ the vector $(p,0)$ solves both equations with $E=D$. The bound in (h) is then attained. The Lean names `upper_edge_iff` here and `lower_edge_iff` in (m) refer to the case $D>0$; for $D<0$ the energy $D$ lies below zero and $-D$ above it.

Lean obtains $Q=0$ by cancelling `D` with `mul_left_cancel₀`.

```lean
/-- For `D ≠ 0`, the energy `D` is a level exactly when some nonzero amplitude on the first
sublattice is annihilated by `Bᴴ`. -/
theorem upper_edge_iff {D : ℝ} {B : Matrix m n ℂ} (hD : D ≠ 0) :
    IsLevel D B D ↔ ∃ p : m → ℂ, p ≠ 0 ∧ Bᴴ *ᵥ p = 0 := by
  constructor
  · intro h
    obtain ⟨p, q, hne, hpq⟩ := isLevel_iff.1 h
    have bal := weight_balance (eigen_iff.2 hpq)
    have hq : q = 0 := eq_zero_of_weight
      (mul_left_cancel₀ hD (by linear_combination (-1 / 2 : ℝ) * bal))
    exact ⟨p, hne.resolve_right (not_not.2 hq), by rw [hpq.2, hq, smul_zero]⟩
  · rintro ⟨p, hp, h⟩
    exact isLevel_iff.2 ⟨p, 0, Or.inl hp, by simp, by simp [h]⟩
```

## (m) When $-D$ is a level

Let $D\neq0$. Show that $-D$ is a level exactly when some $q\neq0$ on the second sublattice satisfies

$$Bq=0.$$

**Solution.** With $E=-D$ the balance reads $-D(P-Q)=D(P+Q)$, so $2DP=0$ and $p=0$. Then $q\neq0$, and the first equation of (e) gives $Bq=-2Dp=0$. Conversely, $(0,q)$ solves both equations with $E=-D$. The Lean proof is that of (l) with the sublattices exchanged.

```lean
/-- For `D ≠ 0`, the energy `-D` is a level exactly when some nonzero amplitude on the second
sublattice is annihilated by `B`. -/
theorem lower_edge_iff {D : ℝ} {B : Matrix m n ℂ} (hD : D ≠ 0) :
    IsLevel D B (-D) ↔ ∃ q : n → ℂ, q ≠ 0 ∧ B *ᵥ q = 0 := by
  constructor
  · intro h
    obtain ⟨p, q, hne, hpq⟩ := isLevel_iff.1 h
    have bal := weight_balance (eigen_iff.2 hpq)
    have hp : p = 0 := eq_zero_of_weight
      (mul_left_cancel₀ hD (by linear_combination (-1 / 2 : ℝ) * bal))
    exact ⟨q, hne.resolve_left (not_not.2 hp), by rw [hpq.1, hp, smul_zero]⟩
  · rintro ⟨q, hq, h⟩
    exact isLevel_iff.2 ⟨0, q, Or.inr hq, by simp [h], by simp⟩
```

## (n) Sublattices of unequal size

Write $|m|$ and $|n|$ for the numbers of sites. Show that $D$ is a level for every coupling $B$ if

$$|n|<|m|.$$

**Solution.** The matrix $B^\dagger$ maps a space of dimension $|m|$ into one of smaller dimension $|n|$, so it annihilates some $p\neq0$. The vector $(p,0)$ then solves the equations of (e) with $E=D$. This also covers $D=0$, which is why the proof builds the eigenvector directly and does not cite (l). The dimension count is `LinearMap.ker_ne_bot_of_finrank_lt`.

```lean
/-- If the first sublattice has more sites than the second, then `D` is a level for every
coupling `B`. -/
theorem level_of_unbalanced (D : ℝ) (B : Matrix m n ℂ)
    (hcard : Fintype.card n < Fintype.card m) : IsLevel D B D := by
  -- `Bᴴ` maps into a space of smaller dimension, so it has a null vector
  have hker : LinearMap.ker (Bᴴ).mulVecLin ≠ ⊥ :=
    LinearMap.ker_ne_bot_of_finrank_lt (by simpa using hcard)
  obtain ⟨p, hp, hp0⟩ := Submodule.exists_mem_ne_zero_of_ne_bot hker
  have h : Bᴴ *ᵥ p = 0 := by simpa using hp
  exact isLevel_iff.2 ⟨p, 0, Or.inl hp0, by simp, by simp [h]⟩

end

end SublatticeGap
```

```lean
#print axioms SublatticeGap.abs_le_abs_level
#print axioms SublatticeGap.gap_width
#print axioms SublatticeGap.lower_edge_iff
#print axioms SublatticeGap.level_of_unbalanced
```

```
'SublatticeGap.abs_le_abs_level' depends on axioms: [propext, Classical.choice, Quot.sound]
'SublatticeGap.gap_width' depends on axioms: [propext, Classical.choice, Quot.sound]
'SublatticeGap.lower_edge_iff' depends on axioms: [propext, Classical.choice, Quot.sound]
'SublatticeGap.level_of_unbalanced' depends on axioms: [propext, Classical.choice, Quot.sound]
```
